# Dihedral doublets \(E_k\): characters with a sum-and-difference product rule, orthonormal for \(0<k<n/2\)

Rotations of an \(n\)-fold ring are counted modulo \(n\), but I would like to label the doublets by ordinary integers \(k\), so that \(k+l\) and \(k-l\) always make sense. With that choice, the claim is as follows. In the dihedral group of order \(2n\), let the elementary rotation \(r\) act as \(\mathrm{diag}(\omega^k,\omega^{-k})\), with \(\omega=e^{2\pi i/n}\), and let the reflection \(s\) swap the two components. This gives a representation \(E_k\), whose characters obey

\[
\chi_k\chi_l=\chi_{k+l}+\chi_{k-l}
\]

and are orthonormal for \(0<k,l<n/2\). I can read this off character tables for particular \(n\), but I would like a rigorous proof for every \(n\ge 1\), checked by machine. How does it look in Lean 4 with Mathlib?

## Integer labels and rotation steps modulo \(n\)

Your choice works if the two kinds of number are kept apart: the label \(k\) is an integer, and the number \(j\) of rotation steps is an element of \(\mathbb Z/n\). They meet in the phase

\[
p_k(j)=e^{2\pi i kj/n}.
\]

Replacing \(j\) by \(j+n\) multiplies this by \(e^{2\pi i k}=1\), so the phase is well defined. The exponential law gives three rules:

\[
p_k(i+j)=p_k(i)\,p_k(j),\qquad p_k(i-j)=p_k(i)\,p_{-k}(j),\qquad p_{k+l}(j)=p_k(j)\,p_l(j).
\]

**The representation.** Every group element is either \(r^j\) or \(sr^j\). Write \(R_j=\mathrm{diag}(p_k(j),p_{-k}(j))\) for the matrix of \(r^j\) and \(S\) for the swap matrix. Then \(sr^j\) is represented by

\[
SR_j=\begin{pmatrix}0&p_{-k}(j)\\ p_k(j)&0\end{pmatrix}.
\]

Conjugation by the swap exchanges the diagonal entries, so \(SR_jS=R_{-j}\), or equivalently \(R_jS=SR_{-j}\). The four kinds of product are therefore

\[
\begin{aligned}
R_iR_j&=R_{i+j}, & R_i(SR_j)&=SR_{j-i},\\
(SR_i)R_j&=SR_{i+j}, & (SR_i)(SR_j)&=R_{j-i}.
\end{aligned}
\]

This is the multiplication table of the dihedral group. Since \(R_0\) is the identity matrix, \(E_k\) is a representation.

**The product rule.** Taking traces gives

\[
\chi_k(r^j)=p_k(j)+p_{-k}(j)=2\cos\frac{2\pi kj}{n},\qquad \chi_k(sr^j)=0.
\]

On a rotation, multiplying out yields

\[
(p_k+p_{-k})(p_l+p_{-l})=\bigl(p_{k+l}+p_{-(k+l)}\bigr)+\bigl(p_{k-l}+p_{-(k-l)}\bigr),
\]

which is \(\chi_{k+l}+\chi_{k-l}\). On a reflection both sides vanish.

**The sum over the group.** If \(n\) divides \(m\), every phase \(p_m(j)\) is one and the \(n\) phases add up to \(n\). Otherwise \(z=\omega^m\) satisfies \(z\neq1\) and \(z^n=1\), so

\[
\sum_{j=0}^{n-1}z^j=\frac{z^n-1}{z-1}=0.
\]

The same holds for \(-m\), and the reflections contribute nothing. Writing \([P]\) for 1 if \(P\) is true and 0 if it is false, we get

\[
\sum_g\chi_m(g)=2n\,[\,n\mid m\,].
\]

**Orthonormality.** The characters are real, so complex conjugation does nothing, and the product rule turns the inner product into two such sums:

\[
\langle\chi_k,\chi_l\rangle=\frac1{2n}\sum_g\overline{\chi_k(g)}\,\chi_l(g)=[\,n\mid k-l\,]+[\,n\mid k+l\,].
\]

If \(0<k,l<n/2\), then \(0<k+l<n\), so the second term is zero. Also \(|k-l|<n\), so \(n\) divides \(k-l\) only when \(k=l\). What remains is 1 for \(k=l\) and 0 otherwise.

For any integer \(k\), setting \(l=k\) gives \(\langle\chi_k,\chi_k\rangle=1+[\,n\mid 2k\,]\). The value is 2 at \(k=0\) and, for even \(n\), at \(k=n/2\), which are the two ends of the range.

## What the Lean statements say

The group is Mathlib's `DihedralGroup n`, where `.r j` stands for \(r^j\) and `.sr j` for \(sr^j\), with `j : ZMod n`. The assumption `NeZero n` means \(n\ge1\) and makes the group finite.

The phase \(p_k(j)\) is `phase k j`, defined through the standard additive character of `ZMod n`. The theorem `phase_intCast` identifies it with the exponential above.

The representation `E n k` has type `DihedralGroup n →* Matrix (Fin 2) (Fin 2) ℂ`. The arrow `→*` means that products go to products and the identity to the identity; the matrices are then invertible because group elements are. `E_generators` confirms that the generators have the matrices you prescribed.

The remaining definitions and theorems read as follows.

- `character n k g` is the trace \(\chi_k(g)\), and `character_rotation` gives its cosine form.
- `character_mul` is the product rule, for all integers \(k,l\) and every group element.
- `charInner n k l` is the average over the \(2n\) group elements, with the conjugate on the first character. `charInner_eq` evaluates it for all integer labels.
- `character_orthonormal` is the orthonormality claim. The upper bound is written `2 * k < n`, because integer division would round \(n/2\) down and lose \(k=2\) for \(n=5\).
- `charInner_self_eq_one_iff` says that \(\chi_k\) has norm one exactly when \(n\) does not divide \(2k\).

For \(n=1\) and \(n=2\) no integer lies strictly between 0 and \(n/2\), so the orthonormality theorem is empty there, while the other results still apply.

The product rule is an identity between characters; the file constructs no decomposition of the tensor product \(E_k\otimes E_l\). Nor does it treat the one-dimensional representations or state that \(E_k\) is irreducible, which would follow from norm one by the usual character criterion.

For \(n\ge3\) identical sites at the corners of a regular polygon, with one \(s\)-type orbital per site, the Bloch waves with labels \(k\) and \(-k\) span a doublet with character \(\chi_k\) whenever \(0<k<n/2\). The product rule then gives the character of a product of two such doublets, which is the starting point for symmetry selection rules.

```lean
import Mathlib

open Matrix ComplexConjugate

namespace DihedralDoublets

noncomputable section

variable (n : ℕ) [NeZero n]

/-- The elementary phase `ω = exp(2πi/n)` of an `n`-fold rotation, for `n ≥ 1`. -/
def omega : ℂ := Complex.exp (2 * Real.pi * Complex.I / n)

variable {n} in
/-- The phase `ω^(kj)` that a wave with integer label `k` gains under `j` rotation steps,
where `j` is counted modulo `n`. -/
def phase (k : ℤ) (j : ZMod n) : ℂ := ZMod.stdAddChar ((k : ZMod n) * j)

/-- Phases multiply when rotation steps are added, and a step taken backwards carries the
phase of the opposite label. -/
theorem phase_add_sub (k : ℤ) (i j : ZMod n) :
    phase k (i + j) = phase k i * phase k j ∧
    phase k (i - j) = phase k i * phase (-k) j := by
  constructor
  · unfold phase
    rw [← AddChar.map_add_eq_mul]
    congr 1
    ring
  · unfold phase
    rw [← AddChar.map_add_eq_mul]
    congr 1
    push_cast
    ring

/-- The phase after `j` rotation steps is `exp(2πi kj/n)`. -/
theorem phase_intCast (k j : ℤ) :
    phase k (j : ZMod n) = Complex.exp (2 * Real.pi * Complex.I * (k * j) / n) := by
  have h := ZMod.stdAddChar_coe (N := n) (k * j)
  push_cast at h
  exact h

variable {n} in
/-- The matrices of the doublet with label `k`: rotations are diagonal, and reflections
exchange the two components. -/
def doubletMatrix (k : ℤ) : DihedralGroup n → Matrix (Fin 2) (Fin 2) ℂ
  | .r j => !![phase k j, 0; 0, phase (-k) j]
  | .sr j => !![0, phase (-k) j; phase k j, 0]

/-- The two-dimensional representation `E_k` of the dihedral group of order `2n`. -/
def E (k : ℤ) : DihedralGroup n →* Matrix (Fin 2) (Fin 2) ℂ where
  toFun := doubletMatrix k
  map_one' := by
    change doubletMatrix k (DihedralGroup.r (0 : ZMod n)) = 1
    simp [doubletMatrix, phase, Matrix.one_fin_two]
  map_mul' := by
    have ha := fun (m : ℤ) (i j : ZMod n) => (phase_add_sub n m i j).1
    have hs := fun (m : ℤ) (i j : ZMod n) => (phase_add_sub n m i j).2
    rintro (i | i) (j | j) <;>
      simp [doubletMatrix, ha, hs, mul_comm]

/-- In `E_k` the elementary rotation is `diag(ω^k, ω^(-k))` and the reflection `s` is the
swap matrix. -/
theorem E_generators (k : ℤ) :
    E n k (.r 1) = !![omega n ^ k, 0; 0, omega n ^ (-k)] ∧
    E n k (.sr 0) = !![0, 1; 1, 0] := by
  have h : ∀ m : ℤ, phase m (1 : ZMod n) = omega n ^ m := by
    intro m
    have h1 := phase_intCast n m 1
    simp only [Int.cast_one, mul_one] at h1
    rw [h1, omega, ← Complex.exp_int_mul]
    congr 1
    ring
  constructor
  · change !![phase k (1 : ZMod n), 0; 0, phase (-k) (1 : ZMod n)] = _
    rw [h, h]
  · change !![0, phase (-k) (0 : ZMod n); phase k (0 : ZMod n), 0] = _
    simp [phase]

/-- The character `χ_k` of `E_k`, the trace of the representing matrix. -/
def character (k : ℤ) (g : DihedralGroup n) : ℂ := (E n k g).trace

/-- On a rotation `χ_k` is the sum of two opposite phases; on every reflection it vanishes. -/
theorem character_eq (k : ℤ) (j : ZMod n) :
    character n k (.r j) = phase k j + phase (-k) j ∧ character n k (.sr j) = 0 := by
  constructor
  · change Matrix.trace !![phase k j, 0; 0, phase (-k) j] = _
    simp [Matrix.trace_fin_two]
  · change Matrix.trace !![0, phase (-k) j; phase k j, 0] = _
    simp [Matrix.trace_fin_two]

/-- The character-table entry of `E_k` for `j` rotation steps is `2 cos(2πkj/n)`. -/
theorem character_rotation (k j : ℤ) :
    character n k (.r (j : ZMod n)) = ((2 * Real.cos (2 * Real.pi * k * j / n) : ℝ) : ℂ) := by
  rw [(character_eq n k _).1, phase_intCast, phase_intCast]
  push_cast
  rw [Complex.two_cos]
  congr 1 <;> congr 1 <;> ring

/-- The product rule `χ_k χ_l = χ_(k+l) + χ_(k-l)` holds on the whole group, for all integer
labels. -/
theorem character_mul (k l : ℤ) (g : DihedralGroup n) :
    character n k g * character n l g = character n (k + l) g + character n (k - l) g := by
  rcases g with j | j
  · -- labels add when phases are multiplied
    have h : ∀ p q : ℤ, phase (p + q) j = phase p j * phase q j := by
      intro p q
      unfold phase
      rw [← AddChar.map_add_eq_mul]
      congr 1
      push_cast
      ring
    have e1 : -(k + l) = -k + -l := by ring
    have e2 : -(k - l) = -k + l := by ring
    have e3 : k - l = k + -l := by ring
    simp only [(character_eq n _ j).1]
    rw [e1, e2, e3, h, h, h, h]
    ring
  · simp only [(character_eq n _ j).2, mul_zero, add_zero]

/-- Summed over the group, `χ_m` gives `2n` if `n` divides `m`, and zero otherwise. -/
theorem sum_character (m : ℤ) :
    ∑ g, character n m g = if (n : ℤ) ∣ m then 2 * (n : ℂ) else 0 := by
  -- the group consists of n rotations and n reflections
  let e : ZMod n ⊕ ZMod n ≃ DihedralGroup n :=
    { toFun := Sum.elim .r .sr
      invFun := fun g => match g with
        | .r j => .inl j
        | .sr j => .inr j
      left_inv := by rintro (j | j) <;> rfl
      right_inv := by rintro (j | j) <;> rfl }
  have hsplit : ∑ g, character n m g =
      ∑ j, character n m (.r j) + ∑ j, character n m (.sr j) :=
    (e.sum_comp (character n m)).symm.trans (Fintype.sum_sum_type _)
  -- the phases of a full turn cancel unless they are all one
  have hphase : ∀ p : ℤ, ∑ j : ZMod n, phase p j = if (n : ℤ) ∣ p then (n : ℂ) else 0 := by
    intro p
    have h := AddChar.sum_mulShift (p : ZMod n) (ZMod.isPrimitive_stdAddChar n)
    simp only [ZMod.card, CharP.intCast_eq_zero_iff (ZMod n) n] at h
    simpa [phase, mul_comm] using h
  rw [hsplit]
  simp only [(character_eq n m _).1, (character_eq n m _).2, Finset.sum_const_zero, add_zero,
    Finset.sum_add_distrib, hphase, dvd_neg]
  split_ifs <;> ring

/-- The inner product of `χ_k` and `χ_l`, averaged over the `2n` group elements, for `n ≥ 1`. -/
def charInner (k l : ℤ) : ℂ :=
  (∑ g, conj (character n k g) * character n l g) / (2 * n)

/-- For all integer labels, `⟨χ_k, χ_l⟩` counts how many of `k - l` and `k + l` are
divisible by `n`. -/
theorem charInner_eq (k l : ℤ) :
    charInner n k l =
      (if (n : ℤ) ∣ k - l then 1 else 0) + (if (n : ℤ) ∣ k + l then 1 else 0) := by
  -- the characters are real
  have hreal : ∀ g, conj (character n k g) = character n k g := by
    rintro (j | j)
    · obtain ⟨m, rfl⟩ := ZMod.intCast_surjective j
      rw [character_rotation, Complex.conj_ofReal]
    · rw [(character_eq n k j).2, map_zero]
  have hn : (2 * (n : ℂ)) ≠ 0 := mul_ne_zero two_ne_zero (Nat.cast_ne_zero.mpr (NeZero.ne n))
  simp only [charInner, hreal, character_mul, Finset.sum_add_distrib, sum_character]
  rw [div_eq_iff hn]
  split_ifs <;> ring

/-- The characters `χ_k` with `0 < k < n/2` are orthonormal. -/
theorem character_orthonormal (k l : ℤ) (hk : 0 < k) (hkn : 2 * k < n)
    (hl : 0 < l) (hln : 2 * l < n) :
    charInner n k l = if k = l then 1 else 0 := by
  have hplus : ¬ (n : ℤ) ∣ k + l := by
    intro h
    have := Int.le_of_dvd (by omega) h
    omega
  have hminus : (n : ℤ) ∣ k - l ↔ k = l := by
    constructor
    · intro h
      rcases lt_trichotomy k l with hlt | heq | hgt
      · have := Int.le_of_dvd (by omega) ((dvd_sub_comm).mp h)
        omega
      · exact heq
      · have := Int.le_of_dvd (by omega) h
        omega
    · rintro rfl
      simp
  rw [charInner_eq, if_neg hplus, add_zero]
  simp only [hminus]

/-- The character `χ_k` is normalised to one exactly when `n` does not divide `2k`. -/
theorem charInner_self_eq_one_iff (k : ℤ) :
    charInner n k k = 1 ↔ ¬ (n : ℤ) ∣ 2 * k := by
  rw [charInner_eq, sub_self, if_pos (dvd_zero _), ← two_mul k]
  by_cases h : (n : ℤ) ∣ 2 * k <;> simp [h]

end

end DihedralDoublets
```

```lean
#print axioms DihedralDoublets.E_generators
#print axioms DihedralDoublets.character_orthonormal
#print axioms DihedralDoublets.charInner_self_eq_one_iff
```

```
'DihedralDoublets.E_generators' depends on axioms: [propext, Classical.choice, Quot.sound]
'DihedralDoublets.character_orthonormal' depends on axioms: [propext, Classical.choice, Quot.sound]
'DihedralDoublets.charInner_self_eq_one_iff' depends on axioms: [propext, Classical.choice, Quot.sound]
```

## From phases to orthonormal characters in Lean

`phase_add_sub` proves the first two phase rules. Rewriting with `AddChar.map_add_eq_mul` turns a product of phases into one phase of a sum, and `ring` checks that the arguments agree.

In the definition of `E`, the field `map_one'` checks the identity. For `map_mul'`, the `rintro` pattern splits two arbitrary group elements into the four cases of the multiplication table, and `simp` multiplies the matrices using the phase rules. `E_generators` then evaluates the phase at one step, where `phase_intCast` gives \(e^{2\pi i m/n}=\omega^m\).

`character_eq` reads the traces off the explicit matrices. `character_rotation` combines the two exponentials into a cosine with `Complex.two_cos`.

The proof of `character_mul` separates rotations from reflections. For rotations, the local statement `h` is the third phase rule, in which labels add. The rewrites split all four phases on the right-hand side, and `ring` does the multiplication. For reflections every term is zero.

`sum_character` starts with the equivalence `e`, which lists the group as \(n\) rotations followed by \(n\) reflections and so splits the sum in two. The local statement `hphase` does the work of the geometric series: `AddChar.sum_mulShift` says that the phases sum to \(n\) if the label is zero in `ZMod n`, and to zero otherwise. `CharP.intCast_eq_zero_iff` translates "zero in `ZMod n`" into "divisible by \(n\)".

In `charInner_eq`, the local statement `hreal` shows that the characters are real. For a rotation it picks an integer representing \(j\) and uses the cosine formula. One `simp only` call then removes the conjugate, applies the product rule and inserts the two group sums. The division by \(2n\) is cleared with `div_eq_iff`, and `split_ifs` runs through the divisibility cases.

`character_orthonormal` is the range argument. `hplus` excludes \(n\mid k+l\), because a positive multiple of \(n\) is at least \(n\) (`Int.le_of_dvd`). `hminus` shows that \(n\mid k-l\) is equivalent to \(k=l\), treating \(k<l\), \(k=l\) and \(k>l\) separately. The word `omega` in this proof is Lean's tactic for linear integer arithmetic, whereas `omega n` in `E_generators` is the phase \(\omega\).

Finally, `charInner_self_eq_one_iff` sets \(l=k\) in the general formula. The first term is one because \(n\) divides zero, and \(\langle\chi_k,\chi_k\rangle\) is 2 if \(n\mid 2k\) and 1 otherwise.
